# Chiral symmetry of the walk exp(−ikσz) exp(−itσy), whose gaps at ±1 stay open unless sin t = 0

Take a spin-1/2 particle on a one-dimensional lattice, with the lattice spacing, the duration of a step and ħ all set to 1. The spin components are labelled 0 (up) and 1 (down), and I write a 2×2 matrix row by row as [p, q; r, u]. The Pauli matrices are

σx = [0, 1; 1, 0],  σy = [0, −i; i, 0],  σz = [1, 0; 0, −1].

For a real coin angle t and a real quasimomentum k, one step of my walk is a coin C(t) followed by a spin-dependent shift S(k):

C(t) = exp(−itσy),  S(k) = exp(−ikσz),  U(k) = S(k) C(t).

A quasienergy is a real ε such that exp(−iε) is an eigenvalue of U(k), and † is the conjugate transpose. I believe that G = cos t σx + sin t σz is a chiral symmetry, meaning G² = 1 and G U(k) G = U(k)† with the same G for every k, and that an eigenvalue 1 or −1 (quasienergy 0 or π) occurs for some k exactly when sin t = 0. I would like to see each step written out, and the statement machine-checked with S and C defined as true matrix exponentials, so that their closed forms are derived and not put in as definitions. Is that possible?

## Closed forms of the shift, the coin and one step

Both claims hold for every real t, and they are proved below in Lean 4 with Mathlib, with the exponentials defined as you ask. Abbreviate c = cos t, s = sin t, a = cos k, b = sin k, and z = a − ib = exp(−ik), with complex conjugate z̄ = a + ib.

The generator −ikσz is diagonal with entries −ik and ik, so S(k) = [z, 0; 0, z̄]. For the coin, use the fact that an invertible P with AP = PB gives A = PBP⁻¹ and therefore exp(A) P = P exp(B). Take P = [1, 1; i, −i]. Its columns (1, i) and (1, −i) are eigenvectors of σy with eigenvalues +1 and −1; they have length √2, the normalised spinors being (1, ±i)/√2, and det P = −2i is nonzero. Then σy P = P σz, so C(t) P = P S(t). The rotation matrix [c, −s; s, c] sends (1, i) to (c − is)(1, i) and (1, −i) to (c + is)(1, −i), so it satisfies the same equation, and cancelling P gives

C(t) = [c, −s; s, c],

U(k) = [zc, −zs; z̄s, z̄c].

## The chiral operator

In components G = [s, c; c, −s]. It is real and symmetric, hence Hermitian, and G² has diagonal entries s² + c² = 1 and off-diagonal entries sc − cs = 0. Multiplying out, and using z + z̄ = 2a,

G U(k) = [2asc, z̄c² − zs²; zc² − z̄s², −2asc].

The diagonal entries are real and the off-diagonal entries are conjugates of each other, so GU is Hermitian: GU = (GU)† = U†G. Multiplying on the right by G gives G U G = U†.

The choice of G has a geometric reading. Expanding (a − ibσz)(c − isσy) with σzσy = −iσx gives

U(k) = ac − i(−bs σx + as σy + bc σz).

The vector (−bs, as, bc) is orthogonal to (c, 0, s) for every k, so G anticommutes with the bracket, and conjugation by G flips its sign.

For a natural number n of steps, insert G G = 1 before the last factor:

G Uⁿ⁺¹ G = (G Uⁿ G)(G U G).

Induction from G U⁰ G = G² = 1 then gives G Uⁿ G = (U†)ⁿ = (Uⁿ)†.

## Dispersion and the eigenvalues ±1

A complex number μ is an eigenvalue of U(k) exactly when det(U − μ) = 0, and

det(U − μ) = (zc − μ)(z̄c − μ) + z z̄ s² = μ² − 2ac μ + 1,

since z z̄ = a² + b² = 1 and c² + s² = 1. For μ = exp(−iε) one has μ² + 1 = 2μ cos ε, so the polynomial equals 2μ(cos ε − ac). As μ ≠ 0, the dispersion relation is

cos ε = cos k cos t.

At μ = 1 the polynomial is 2 − 2ac and at μ = −1 it is 2 + 2ac, so either eigenvalue forces (ac)² = 1. Then

s² + (bc)² = s² + c² − (ac)² = 1 − (ac)² = 0,

and a vanishing sum of two real squares gives s = 0. Conversely, s = 0 gives (c − 1)(c + 1) = 0. At k = 0 the polynomial is μ² − 2cμ + 1, which has the root 1 when c = 1 and the root −1 when c = −1.

The values 0 and π are the quasienergies left fixed, modulo 2π, by ε → −ε, the symmetry visible in the dispersion relation because the cosine is even. For this single-particle, translation-invariant, one-parameter walk, the result locates the coin angles at which its two quasienergy bands touch at some k: the integer multiples of π.

## The Lean file

```lean
import Mathlib

open Matrix Complex

namespace ChiralQuantumWalk

noncomputable section

/-- The Pauli matrix `σ_x`. -/
def σx : Matrix (Fin 2) (Fin 2) ℂ := !![0, 1; 1, 0]

/-- The Pauli matrix `σ_y`. -/
def σy : Matrix (Fin 2) (Fin 2) ℂ := !![0, -I; I, 0]

/-- The Pauli matrix `σ_z`. -/
def σz : Matrix (Fin 2) (Fin 2) ℂ := !![1, 0; 0, -1]

/-- The spin-dependent shift at quasimomentum `k`, the matrix exponential `exp(-i k σ_z)`. -/
def shift (k : ℝ) : Matrix (Fin 2) (Fin 2) ℂ := NormedSpace.exp ((-(I * k)) • σz)

/-- The coin rotation with angle `t`, the matrix exponential `exp(-i t σ_y)`. -/
def coin (t : ℝ) : Matrix (Fin 2) (Fin 2) ℂ := NormedSpace.exp ((-(I * t)) • σy)

/-- One step of the walk, `U(k) = exp(-i k σ_z) exp(-i t σ_y)`. -/
def walk (t k : ℝ) : Matrix (Fin 2) (Fin 2) ℂ := shift k * coin t

/-- The chiral operator `G = cos t σ_x + sin t σ_z`. -/
def chiral (t : ℝ) : Matrix (Fin 2) (Fin 2) ℂ :=
  ((Real.cos t : ℝ) : ℂ) • σx + ((Real.sin t : ℝ) : ℂ) • σz

/-- `μ` is an eigenvalue of `A`: some nonzero spinor `v` has `A v = μ v`. -/
def IsEigenvalue (A : Matrix (Fin 2) (Fin 2) ℂ) (μ : ℂ) : Prop :=
  ∃ v : Fin 2 → ℂ, v ≠ 0 ∧ A *ᵥ v = μ • v

/-- An invertible matrix that intertwines two generators intertwines their exponentials. -/
theorem exp_intertwine (A B P : Matrix (Fin 2) (Fin 2) ℂ) (hP : IsUnit P.det)
    (h : A * P = P * B) : NormedSpace.exp A * P = P * NormedSpace.exp B := by
  have hA : A = P * B * P⁻¹ := by
    rw [← h, mul_assoc, Matrix.mul_nonsing_inv _ hP, mul_one]
  rw [hA, Matrix.exp_conj _ _ ((Matrix.isUnit_iff_isUnit_det P).2 hP), mul_assoc,
    Matrix.nonsing_inv_mul _ hP, mul_one]

/-- The shift is diagonal with entries `cos k - i sin k` and `cos k + i sin k`. -/
theorem shift_eq (k : ℝ) :
    shift k = !![(Real.cos k : ℂ) - (Real.sin k : ℂ) * I, 0;
                 0, (Real.cos k : ℂ) + (Real.sin k : ℂ) * I] := by
  have h1 : cexp (-(I * k)) = (Real.cos k : ℂ) - (Real.sin k : ℂ) * I := by
    rw [show -(I * (k : ℂ)) = (-(k : ℂ)) * I by ring, Complex.exp_mul_I]
    simp [sub_eq_add_neg]
  have h2 : cexp (I * k) = (Real.cos k : ℂ) + (Real.sin k : ℂ) * I := by
    rw [mul_comm, Complex.exp_mul_I]
    simp
  have hg : (-(I * (k : ℂ))) • σz = diagonal ![-(I * (k : ℂ)), I * k] := by
    ext i j
    fin_cases i <;> fin_cases j <;> simp [σz]
  have hd : NormedSpace.exp (![-(I * (k : ℂ)), I * k] : Fin 2 → ℂ)
      = ![cexp (-(I * k)), cexp (I * k)] := by
    funext i
    rw [Pi.coe_exp, ← Complex.exp_eq_exp_ℂ]
    fin_cases i <;> simp
  rw [shift, hg, Matrix.exp_diagonal, hd, h1, h2]
  ext i j
  fin_cases i <;> fin_cases j <;> simp

/-- The coin is the real rotation matrix with angle `t`. -/
theorem coin_eq (t : ℝ) :
    coin t = !![(Real.cos t : ℂ), -(Real.sin t : ℂ); (Real.sin t : ℂ), (Real.cos t : ℂ)] := by
  -- the columns of this matrix are the eigenvectors of `σ_y`
  have hP : IsUnit (!![1, 1; I, -I] : Matrix (Fin 2) (Fin 2) ℂ).det := by
    rw [isUnit_iff_ne_zero, Matrix.det_fin_two_of]
    intro h
    have := congrArg Complex.im h
    norm_num at this
  have hy : σy * !![1, 1; I, -I] = !![1, 1; I, -I] * σz := by
    ext i j
    fin_cases i <;> fin_cases j <;> simp [σy, σz, Matrix.mul_apply, Fin.sum_univ_succ]
  have h : coin t * !![1, 1; I, -I] = !![1, 1; I, -I] * shift t :=
    exp_intertwine _ _ _ hP (by rw [Matrix.smul_mul, Matrix.mul_smul, hy])
  apply ((Matrix.isUnit_iff_isUnit_det _).2 hP).mul_right_cancel
  rw [h, shift_eq]
  generalize Real.cos t = c
  generalize Real.sin t = s
  ext i j
  fin_cases i <;> fin_cases j <;> apply Complex.ext <;>
    simp [Matrix.mul_apply, Fin.sum_univ_succ]

/-- The matrix elements of one step of the walk. -/
theorem walk_eq (t k : ℝ) :
    walk t k =
      !![((Real.cos k : ℂ) - (Real.sin k : ℂ) * I) * (Real.cos t : ℂ),
          -(((Real.cos k : ℂ) - (Real.sin k : ℂ) * I) * (Real.sin t : ℂ));
         ((Real.cos k : ℂ) + (Real.sin k : ℂ) * I) * (Real.sin t : ℂ),
          ((Real.cos k : ℂ) + (Real.sin k : ℂ) * I) * (Real.cos t : ℂ)] := by
  rw [walk, shift_eq, coin_eq]
  ext i j
  fin_cases i <;> fin_cases j <;> simp [Matrix.mul_apply, Fin.sum_univ_succ]

/-- The chiral operator is Hermitian and squares to the identity. -/
theorem chiral_involution (t : ℝ) : (chiral t)ᴴ = chiral t ∧ chiral t * chiral t = 1 := by
  have h := Real.cos_sq_add_sin_sq t
  unfold chiral
  revert h
  generalize Real.cos t = c
  generalize Real.sin t = s
  intro h
  constructor
  · ext i j
    fin_cases i <;> fin_cases j <;> simp [σx, σz, Matrix.conjTranspose_apply]
  · ext i j
    fin_cases i <;> fin_cases j <;> apply Complex.ext <;>
      simp [σx, σz, Matrix.mul_apply, Fin.sum_univ_succ] <;> nlinarith [h]

/-- Chiral symmetry of one step: `G U(k) G = U(k)†`. -/
theorem chiral_symmetry (t k : ℝ) : chiral t * walk t k * chiral t = (walk t k)ᴴ := by
  -- `G U = U† G` holds entry by entry
  have h : chiral t * walk t k = (walk t k)ᴴ * chiral t := by
    rw [walk_eq, chiral]
    generalize Real.cos t = c
    generalize Real.sin t = s
    generalize Real.cos k = a
    generalize Real.sin k = b
    ext i j
    fin_cases i <;> fin_cases j <;> apply Complex.ext <;>
      simp [σx, σz, Matrix.mul_apply, Fin.sum_univ_succ, Matrix.conjTranspose_apply] <;> ring
  rw [h, mul_assoc, (chiral_involution t).2, mul_one]

/-- Chiral symmetry of `n` steps: `G U(k)^n G = (U(k)^n)†`. -/
theorem chiral_symmetry_pow (t k : ℝ) (n : ℕ) :
    chiral t * walk t k ^ n * chiral t = (walk t k ^ n)ᴴ := by
  rw [Matrix.conjTranspose_pow]
  induction n with
  | zero => simp [(chiral_involution t).2]
  | succ n ih =>
    -- insert `G G = 1` before the last step
    calc chiral t * walk t k ^ (n + 1) * chiral t
        = chiral t * (walk t k ^ n * (chiral t * chiral t) * walk t k) * chiral t := by
          rw [(chiral_involution t).2, mul_one, pow_succ]
      _ = (chiral t * walk t k ^ n * chiral t) * (chiral t * walk t k * chiral t) := by
          simp only [mul_assoc]
      _ = (walk t k)ᴴ ^ (n + 1) := by rw [ih, chiral_symmetry, pow_succ]

/-- The eigenvalues of `U(k)` are the roots of `μ² - 2 cos k cos t μ + 1`. -/
theorem eigenvalue_iff (t k : ℝ) (μ : ℂ) :
    IsEigenvalue (walk t k) μ ↔
      μ ^ 2 - 2 * (Real.cos k : ℂ) * (Real.cos t : ℂ) * μ + 1 = 0 := by
  have hv : ∀ v : Fin 2 → ℂ, walk t k *ᵥ v = μ • v ↔
      (walk t k - μ • (1 : Matrix (Fin 2) (Fin 2) ℂ)) *ᵥ v = 0 := by
    intro v
    rw [Matrix.sub_mulVec, Matrix.smul_mulVec, Matrix.one_mulVec, sub_eq_zero]
  have hdet : (walk t k - μ • (1 : Matrix (Fin 2) (Fin 2) ℂ)).det
      = μ ^ 2 - 2 * (Real.cos k : ℂ) * (Real.cos t : ℂ) * μ + 1 := by
    have h1 : (Real.cos t : ℂ) ^ 2 + (Real.sin t : ℂ) ^ 2 = 1 := by simp
    have h2 : (Real.cos k : ℂ) ^ 2 + (Real.sin k : ℂ) ^ 2 = 1 := by simp
    rw [walk_eq, Matrix.det_fin_two]
    revert h1 h2
    generalize ((Real.cos t : ℝ) : ℂ) = c
    generalize ((Real.sin t : ℝ) : ℂ) = s
    generalize ((Real.cos k : ℝ) : ℂ) = a
    generalize ((Real.sin k : ℝ) : ℂ) = b
    intro h1 h2
    simp
    linear_combination (a ^ 2 - b ^ 2 * I ^ 2) * h1 + h2 - b ^ 2 * I_sq
  unfold IsEigenvalue
  simp only [hv]
  rw [← hdet]
  exact Matrix.exists_mulVec_eq_zero_iff

/-- Dispersion relation: for real `ε`, `exp(-i ε)` is an eigenvalue of `U(k)` exactly when
`cos ε = cos k cos t`. -/
theorem quasienergy_iff (t k ε : ℝ) :
    IsEigenvalue (walk t k) (cexp (-(I * ε))) ↔ Real.cos ε = Real.cos k * Real.cos t := by
  have h1 : cexp (-(I * ε)) = (Real.cos ε : ℂ) - (Real.sin ε : ℂ) * I := by
    rw [show -(I * (ε : ℂ)) = (-(ε : ℂ)) * I by ring, Complex.exp_mul_I]
    simp [sub_eq_add_neg]
  have h2 : (Real.cos ε : ℂ) ^ 2 + (Real.sin ε : ℂ) ^ 2 = 1 := by simp
  have hf : cexp (-(I * ε)) ^ 2 - 2 * (Real.cos k : ℂ) * (Real.cos t : ℂ) * cexp (-(I * ε)) + 1
      = 2 * cexp (-(I * ε)) * ((Real.cos ε : ℂ) - (Real.cos k : ℂ) * (Real.cos t : ℂ)) := by
    rw [h1]
    linear_combination (-1 : ℂ) * h2 + (Real.sin ε : ℂ) ^ 2 * I_sq
  have hne : 2 * cexp (-(I * ε)) ≠ 0 := mul_ne_zero two_ne_zero (Complex.exp_ne_zero _)
  rw [eigenvalue_iff, hf, mul_eq_zero, or_iff_right hne, sub_eq_zero, ← Complex.ofReal_mul,
    Complex.ofReal_inj]

/-- The chiral walk: `G² = 1`, `G U(k) G = U(k)†` for all `k`, and some `U(k)` has
eigenvalue `1` or `-1` exactly when `sin t = 0`. -/
theorem chiral_quantum_walk (t : ℝ) :
    chiral t * chiral t = 1 ∧
    (∀ k : ℝ, chiral t * walk t k * chiral t = (walk t k)ᴴ) ∧
    ((∃ k : ℝ, IsEigenvalue (walk t k) 1 ∨ IsEigenvalue (walk t k) (-1)) ↔ Real.sin t = 0) := by
  refine ⟨(chiral_involution t).2, chiral_symmetry t, ?_, ?_⟩
  · rintro ⟨k, hk⟩
    -- an eigenvalue `±1` forces `(cos k cos t)² = 1`
    have hc : ((Real.cos k : ℂ) * (Real.cos t : ℂ)) ^ 2 = 1 := by
      rcases hk with h | h <;> rw [eigenvalue_iff] at h
      · linear_combination (-((Real.cos k : ℂ) * (Real.cos t : ℂ) + 1) / 2) * h
      · linear_combination (((Real.cos k : ℂ) * (Real.cos t : ℂ) - 1) / 2) * h
    have hr : (Real.cos k * Real.cos t) ^ 2 = 1 := by exact_mod_cast hc
    have hs : Real.sin t ^ 2 + (Real.sin k * Real.cos t) ^ 2 = 0 := by
      linear_combination Real.sin_sq_add_cos_sq t
        + Real.cos t ^ 2 * Real.sin_sq_add_cos_sq k - hr
    have h0 : Real.sin t ^ 2 = 0 := by
      nlinarith [sq_nonneg (Real.sin t), sq_nonneg (Real.sin k * Real.cos t)]
    exact (pow_eq_zero_iff two_ne_zero).mp h0
  · intro hs
    -- `cos t = ±1`, and `k = 0` does it
    have hc : (Real.cos t - 1) * (Real.cos t + 1) = 0 := by
      linear_combination Real.sin_sq_add_cos_sq t - Real.sin t * hs
    refine ⟨0, ?_⟩
    rcases mul_eq_zero.mp hc with h | h
    · left
      rw [eigenvalue_iff, Real.cos_zero, show Real.cos t = 1 by linarith]
      norm_num
    · right
      rw [eigenvalue_iff, Real.cos_zero, show Real.cos t = -1 by linarith]
      norm_num

end

end ChiralQuantumWalk
```

```lean
#print axioms ChiralQuantumWalk.chiral_symmetry_pow
#print axioms ChiralQuantumWalk.quasienergy_iff
#print axioms ChiralQuantumWalk.chiral_quantum_walk
```

```
'ChiralQuantumWalk.chiral_symmetry_pow' depends on axioms: [propext, Classical.choice, Quot.sound]
'ChiralQuantumWalk.quasienergy_iff' depends on axioms: [propext, Classical.choice, Quot.sound]
'ChiralQuantumWalk.chiral_quantum_walk' depends on axioms: [propext, Classical.choice, Quot.sound]
```

## How the definitions and theorems read

Operators are of type `Matrix (Fin 2) (Fin 2) ℂ` and spinors of type `Fin 2 → ℂ`, with index 0 for spin up and 1 for spin down; `!![0, 1; 1, 0]` lists rows as in your notation, `I` is i, `ᴴ` is †, and `*ᵥ` applies a matrix to a spinor. The definitions `shift k` and `coin t` apply `NormedSpace.exp`, the exponential given by its power series, to −ikσz and −itσy. There is no factor 1/2 in the exponent, so C(t) turns the spin direction by the angle 2t about the y axis. In `walk t k` the coin angle comes first among the arguments, and the product `shift k * coin t` makes the coin act first on a state. The operator `chiral t` has no argument k, which is the statement that one G serves all quasimomenta. It acts linearly, and no antiunitary operator enters. `IsEigenvalue A μ` says that some nonzero spinor v, not necessarily normalised, has Av = μv.

The main theorem `chiral_quantum_walk` has no hypothesis beyond t being real. It is a conjunction of three statements: G² = 1; G U(k) G = U(k)† for all real k; and the equivalence between sin t = 0 and the existence of a real k for which 1 or −1 is an eigenvalue of U(k). Alongside it, `chiral_involution` adds that G is Hermitian, `chiral_symmetry_pow` covers every natural number n of steps, `eigenvalue_iff` characterises all complex eigenvalues by the quadratic, and `quasienergy_iff` is the dispersion relation for real ε.

The model starts in momentum space. The walk on lattice sites and the Fourier transform that reduces it to the family U(k) are not defined; S(k) is taken as the form of a shift that moves a plane wave exp(ikx), with x the site index, one site to the right for spin up and one site to the left for spin down. The variable k runs over all reals and is not confined to a Brillouin zone. Disorder, boundaries and interactions are absent. Unitarity of U(k) is not among the theorems, so the symmetry is stated with U† and not with U⁻¹. An open gap here means only that neither 1 nor −1 is an eigenvalue at any k; no lower bound on its width is stated, and no winding number or edge state is treated.

## How the proofs follow the derivation

`exp_intertwine` is the fact about AP = PB. The hypothesis `IsUnit P.det` says that det P ≠ 0; the proof writes A as `P * B * P⁻¹` and applies `Matrix.exp_conj`. In `shift_eq` the generator is identified with a diagonal matrix (`hg`), `Matrix.exp_diagonal` exponentiates its entries, and `h1`, `h2` are Euler's formula for z and z̄. In `coin_eq`, `hP` is det P ≠ 0, obtained from the imaginary part of the determinant, `hy` is σy P = P σz, and `h` is C(t) P = P S(t). The step `mul_right_cancel` reduces the claim to the equality of both sides multiplied by P, which is compared entry by entry in real and imaginary parts. `walk_eq` multiplies the two closed forms.

In `chiral_involution` and `chiral_symmetry`, `generalize` replaces the trigonometric functions by free real variables named c, s, a, b as above. The square of G needs c² + s² = 1, which `nlinarith [h]` uses. The identity GU = U†G needs no trigonometric relation at all: both sides are computed entry by entry and agree as polynomials, which corresponds to the observation that GU is Hermitian. The `calc` block of `chiral_symmetry_pow` is the insertion of G G, the regrouping, and the use of the induction hypothesis.

`eigenvalue_iff` rewrites Uv = μv as (U − μ)v = 0 (`hv`), computes the determinant (`hdet`) by a `linear_combination` of the two Pythagorean identities and i² = −1, and closes with `Matrix.exists_mulVec_eq_zero_iff`, which says that a matrix annihilates a nonzero vector exactly when its determinant vanishes. In `quasienergy_iff`, `hf` is the factorisation 2μ(cos ε − ac) and `hne` removes the nonzero prefactor.

In the forward direction of the main theorem, `hc` multiplies 2 − 2ac = 0 by −(ac + 1)/2, or 2 + 2ac = 0 by (ac − 1)/2, to reach (ac)² = 1; `hr` moves this to the reals, `hs` is the sum of squares and `h0` extracts s² = 0. In the backward direction `hc` is (c − 1)(c + 1) = 0 and the witness is k = 0.

## The extreme coin angles and the two gaps taken separately

The special values and the refinement that follow are read off from the theorems by substitution and have no statement of their own in the file. At t = 0 the coin is the identity, G = σx, U(k) = S(k), and cos ε = cos k gives ε = ±k modulo 2π: the two spin components move freely in opposite directions, with eigenvalue 1 at k = 0 and −1 at k = π. At t = π/2 one has G = σz and the quadratic is μ² + 1 for every k, so both bands are flat, at μ = ±i.

The same argument separates the "or" in the theorem. The forward direction already works for each eigenvalue alone. In the backward direction, eigenvalue 1 occurs exactly when ac = 1 and eigenvalue −1 exactly when ac = −1, and when c = ±1 the choices k = 0 and k = π supply both signs of ac. So the eigenvalue 1 occurs for some k exactly when sin t = 0, the same holds for −1, and in this walk the gaps at quasienergy 0 and π close at the same coin angles.
